# Spectral averaging for a finite Hermitian matrix: $-\operatorname{Im} G$ integrates to $\pi$ over a rank-one coupling

Take a tight-binding Hamiltonian with one random site energy and ask for the average local density of states on that site, at energy $E$ with broadening $\eta$. A bound that holds for each sample separately is of little help. If the site orbital happens to be an eigenstate with energy $E$, the imaginary part of its Green's function has magnitude $1/\eta$, so the sample-by-sample bound diverges as the broadening is reduced. Integrating over the site energy first removes the divergence: the peak as a function of the coupling may grow as $\eta$ shrinks, but its area stays fixed.

Let $H$ be a finite Hermitian matrix, $v$ a nonzero vector and $z = E + i\eta$ with $\eta > 0$. Write $\langle x, y\rangle = \sum_i \bar x_i y_i$, let $vv^*$ be the matrix with entries $v_i \bar v_j$, and for real $s$ set

$$G(s) = \langle v, (z - H - s\,vv^*)^{-1} v\rangle, \qquad g = G(0).$$

Then $-\operatorname{Im} G$ is integrable over the real line and

$$\int_{-\infty}^{\infty} -\operatorname{Im} G(s)\, ds = \pi,$$

whatever $H$, $v$ and $z$ are.

## From the Dyson equation to a Lorentzian in the coupling

For Hermitian $A$ the number $\langle x, Ax\rangle$ is real, so

$$\operatorname{Im}\langle x, (z-A)x\rangle = \eta \sum_i |x_i|^2 .$$

If $(z-A)x = 0$, the left side vanishes and therefore $x = 0$. Hence $z - A$ is invertible. This applies to $H$ and to $H + s\,vv^*$, which is Hermitian because $s$ is real.

Now put $x = (z-H)^{-1}v$, which is nonzero because $v$ is. Since $(z-H)x = v$, we have $\langle x, (z-H)x\rangle = \langle x, v\rangle = \bar g$, and the identity above gives $\operatorname{Im} g = -\eta\sum_i|x_i|^2 < 0$.

Next let $y = (z - H - s\,vv^*)^{-1}v$, so that $G(s) = \langle v, y\rangle$. Moving the potential to the right-hand side gives

$$(z-H)y = v + s\,v\langle v,y\rangle = (1 + sG(s))\,v .$$

Applying $(z-H)^{-1}$ and taking the product with $v$ yields the Dyson equation

$$G(s) = g\,(1 + sG(s)).$$

Because $g \neq 0$, we may set $w = 1/g$ and multiply by it: $wG(s) = 1 + sG(s)$, that is, $(w-s)G(s) = 1$. Moreover $\operatorname{Im} w = -\operatorname{Im} g/|g|^2 > 0$. With $a = \operatorname{Re} w$ and $b = \operatorname{Im} w$,

$$-\operatorname{Im} G(s) = -\operatorname{Im}\frac{1}{w-s} = \frac{b}{(s-a)^2 + b^2}.$$

The substitution $s = a + bt$ turns the integral into $\int dt/(1+t^2) = \pi$. All dependence on $H$, $v$ and $z$ sits in the centre $a$ and the half-width $b$, and neither affects the area.

## A single orbital

For a $1\times 1$ matrix $H = (h)$ and $v = (c)$ with $c \neq 0$, we have $w = (z-h)/|c|^2$. The Lorentzian is centred at $(E-h)/|c|^2$, with half-width $\eta/|c|^2$ and height $|c|^2/\eta$. As $\eta \to 0$ it becomes narrower and taller, while its area remains $\pi$.

The example also shows why the norm of $v$ drops out. In general, for the normalised orbital $e = v/\lVert v\rVert$, the potential is $s\lVert v\rVert^2\, ee^*$ and the Green's function on $e$ is $G(s)/\lVert v\rVert^2$. The two factors compensate in the integral over $s$.

## Matrices, orbitals and couplings in Lean

The orbitals, taken to be orthonormal, are labelled by a finite type `n`; Hamiltonians are complex matrices over it, and vectors are functions `n → ℂ`.

```lean
import Mathlib

open Matrix MeasureTheory

namespace SpectralAveraging

noncomputable section

variable {n : Type*} [Fintype n] [DecidableEq n]
```

The resolvent is the matrix inverse of $z - H$.

```lean
/-- The resolvent (Green's matrix) of `H` at complex energy `z`, for `z` outside the spectrum
of `H`. -/
def green (H : Matrix n n ℂ) (z : ℂ) : Matrix n n ℂ :=
  (z • (1 : Matrix n n ℂ) - H)⁻¹
```

The coupling `s` has type `ℝ`, which builds in the reality condition used above. The matrix `vecMulVec v (star v)` is $vv^*$. For a normalised $v$, `s` is the energy shift of that orbital.

```lean
/-- The Hamiltonian `H + s v v*`: a rank-one potential on the orbital `v` with real
coupling `s`. -/
def coupled (H : Matrix n n ℂ) (v : n → ℂ) (s : ℝ) : Matrix n n ℂ :=
  H + (s : ℂ) • vecMulVec v (star v)
```

In `localGreen`, `star v ⬝ᵥ` supplies the inner product, conjugate-linear in its first argument. The vector is not normalised. The function $G(s)$ is `localGreen (coupled H v s) v z`, and $g$ is `localGreen H v z`.

```lean
/-- The local Green's function `⟨v, (z - H)⁻¹ v⟩` on the orbital `v`, for `z` outside the
spectrum of `H`. -/
def localGreen (H : Matrix n n ℂ) (v : n → ℂ) (z : ℂ) : ℂ :=
  star v ⬝ᵥ (green H z *ᵥ v)
```

## Invertibility and the sign of the imaginary part

The coupled Hamiltonian is Hermitian because $vv^*$ equals its own adjoint and a real number equals its own conjugate.

```lean
omit [Fintype n] [DecidableEq n] in
/-- If `H` is Hermitian, so is `H + s v v*` for every real coupling `s`. -/
theorem coupled_isHermitian {H : Matrix n n ℂ} (hH : H.IsHermitian) (v : n → ℂ) (s : ℝ) :
    (coupled H v s).IsHermitian := by
  have hv : (vecMulVec v (star v))ᴴ = vecMulVec v (star v) := by
    ext i j
    simp [Matrix.vecMulVec_apply, Matrix.conjTranspose_apply, mul_comm]
  rw [Matrix.IsHermitian, coupled, Matrix.conjTranspose_add, hH.eq, Matrix.conjTranspose_smul,
    hv, Complex.star_def, Complex.conj_ofReal]
```

The identity for $\operatorname{Im}\langle x,(z-A)x\rangle$ comes next. In its proof, `h` says that the expectation value of $A$ equals its conjugate, and `hx` identifies $\langle x,x\rangle$ with the real sum of the $|x_i|^2$.

```lean
/-- For Hermitian `A`, the imaginary part of `⟨x, (z - A) x⟩` is `Im z` times the squared norm
of `x`. -/
theorem im_quadratic {A : Matrix n n ℂ} (hA : A.IsHermitian) (z : ℂ) (x : n → ℂ) :
    (star x ⬝ᵥ ((z • (1 : Matrix n n ℂ) - A) *ᵥ x)).im
      = z.im * ∑ i, Complex.normSq (x i) := by
  -- the expectation value of a Hermitian matrix is real
  have h : star x ⬝ᵥ (A *ᵥ x) = star (star x ⬝ᵥ (A *ᵥ x)) := by
    calc star x ⬝ᵥ (A *ᵥ x) = star (star (A *ᵥ x) ⬝ᵥ x) := Matrix.star_dotProduct _ _
      _ = star (star x ⬝ᵥ (A *ᵥ x)) := by
        rw [Matrix.star_mulVec, hA.eq, ← Matrix.dotProduct_mulVec]
  have him := congrArg Complex.im h
  simp only [Complex.star_def, Complex.conj_im] at him
  have hx : star x ⬝ᵥ x = ((∑ i, Complex.normSq (x i) : ℝ) : ℂ) := by
    rw [dotProduct, Complex.ofReal_sum]
    refine Finset.sum_congr rfl fun i _ => ?_
    rw [Complex.normSq_eq_conj_mul_self]
    rfl
  rw [Matrix.sub_mulVec, Matrix.smul_mulVec, Matrix.one_mulVec, dotProduct_sub,
    dotProduct_smul, hx, smul_eq_mul, Complex.sub_im, Complex.mul_im, Complex.ofReal_im,
    Complex.ofReal_re]
  linarith
```

That sum is positive for a nonzero vector, since at least one component contributes.

```lean
omit [DecidableEq n] in
private lemma normSq_sum_pos {x : n → ℂ} (hx : x ≠ 0) : 0 < ∑ i, Complex.normSq (x i) := by
  obtain ⟨i, hi⟩ := Function.ne_iff.mp hx
  exact Finset.sum_pos' (fun j _ => Complex.normSq_nonneg _)
    ⟨i, Finset.mem_univ i, Complex.normSq_pos.mpr hi⟩
```

Invertibility is stated through the determinant. A vanishing determinant would provide a nonzero `x` with $(z-A)x = 0$, which contradicts the identity.

```lean
/-- For Hermitian `A` and `Im z > 0` the matrix `z - A` is invertible. -/
theorem isUnit_det {A : Matrix n n ℂ} (hA : A.IsHermitian) {z : ℂ} (hz : 0 < z.im) :
    IsUnit (z • (1 : Matrix n n ℂ) - A).det := by
  refine isUnit_iff_ne_zero.mpr fun h => ?_
  obtain ⟨x, hx, h0⟩ := Matrix.exists_mulVec_eq_zero_iff.mpr h
  have him := im_quadratic hA z x
  rw [h0, dotProduct_zero, Complex.zero_im] at him
  exact (mul_pos hz (normSq_sum_pos hx)).ne him
```

The lemma `solve` then records that the resolvent does solve the linear system $(z-A)x = u$.

```lean
private lemma solve {A : Matrix n n ℂ} (hA : A.IsHermitian) {z : ℂ} (hz : 0 < z.im)
    (u : n → ℂ) : (z • (1 : Matrix n n ℂ) - A) *ᵥ (green A z *ᵥ u) = u := by
  rw [Matrix.mulVec_mulVec, green, Matrix.mul_nonsing_inv _ (isUnit_det hA hz),
    Matrix.one_mulVec]
```

Applied to $x = (z-H)^{-1}v$, these facts give $\operatorname{Im} g < 0$. The rewrite with `Matrix.star_dotProduct` is the step from $\langle x,v\rangle$ to $\bar g$.

```lean
/-- For Hermitian `H` and a nonzero orbital, the local Green's function has negative imaginary part
in the upper half plane. -/
theorem localGreen_im_neg {H : Matrix n n ℂ} (hH : H.IsHermitian) {v : n → ℂ} (hv : v ≠ 0)
    {z : ℂ} (hz : 0 < z.im) : (localGreen H v z).im < 0 := by
  have hs := solve hH hz v
  have hx : green H z *ᵥ v ≠ 0 := fun h => hv (by rw [← hs, h, Matrix.mulVec_zero])
  have him := im_quadratic hH z (green H z *ᵥ v)
  rw [hs, Matrix.star_dotProduct, Complex.star_def, Complex.conj_im] at him
  have hp := mul_pos hz (normSq_sum_pos hx)
  unfold localGreen
  linarith
```

## Solving for the coupled Green's function

The proof of `dyson` follows the derivation closely. The tactic `generalize` replaces the coupled resolvent acting on $v$ by a plain vector `y`, of which only two facts are kept: the linear system `hy` and the relation $G(s) = \langle v,y\rangle$, called `hG`. Then `hr` computes $vv^*y = \langle v,y\rangle v$, `h1` moves the potential to the right-hand side, and `h2` applies the resolvent at zero coupling.

```lean
/-- Dyson equation for the rank-one potential, with `H` Hermitian and `Im z > 0`: `G(s) = g (1 + s
G(s))`, where `g` is the local Green's function at zero coupling. -/
theorem dyson {H : Matrix n n ℂ} (hH : H.IsHermitian) (v : n → ℂ) {z : ℂ} (hz : 0 < z.im)
    (s : ℝ) : localGreen (coupled H v s) v z
      = localGreen H v z * (1 + s * localGreen (coupled H v s) v z) := by
  have hy := solve (coupled_isHermitian hH v s) hz v
  have hG : localGreen (coupled H v s) v z = star v ⬝ᵥ (green (coupled H v s) z *ᵥ v) := rfl
  generalize green (coupled H v s) z *ᵥ v = y at hy hG
  rw [hG]
  have hr : vecMulVec v (star v) *ᵥ y = (star v ⬝ᵥ y) • v := by
    ext i
    simp only [Matrix.mulVec, dotProduct, Matrix.vecMulVec_apply, Pi.smul_apply, smul_eq_mul,
      Finset.sum_mul]
    exact Finset.sum_congr rfl fun j _ => by ring
  -- move the potential to the right-hand side
  have h1 : (z • (1 : Matrix n n ℂ) - H) *ᵥ y = (1 + (s : ℂ) * (star v ⬝ᵥ y)) • v := by
    have e : z • (1 : Matrix n n ℂ) - H
        = (z • (1 : Matrix n n ℂ) - coupled H v s) + (s : ℂ) • vecMulVec v (star v) := by
      unfold coupled
      abel
    rw [e, Matrix.add_mulVec, hy, Matrix.smul_mulVec, hr]
    module
  -- apply the resolvent at zero coupling
  have h2 : y = green H z *ᵥ ((1 + (s : ℂ) * (star v ⬝ᵥ y)) • v) := by
    rw [← h1, Matrix.mulVec_mulVec, green, Matrix.nonsing_inv_mul _ (isUnit_det hH hz),
      Matrix.one_mulVec]
  calc star v ⬝ᵥ y = star v ⬝ᵥ (green H z *ᵥ ((1 + (s : ℂ) * (star v ⬝ᵥ y)) • v)) :=
        congrArg (fun u => star v ⬝ᵥ u) h2
    _ = localGreen H v z * (1 + (s : ℂ) * (star v ⬝ᵥ y)) := by
        rw [Matrix.mulVec_smul, dotProduct_smul, smul_eq_mul, mul_comm, localGreen]
```

The next theorem contains the algebraic turning point. Its local statement `key` computes the imaginary part of $1/(w-s)$ for any complex $w$, and what remains is $G(s)(w-s) = 1$ with $w = g^{-1}$.

```lean
/-- For Hermitian `H`, nonzero `v` and `Im z > 0`, as a function of the coupling, `-Im G(s)` is a
Lorentzian whose centre and half-width are the real and imaginary parts of `1/g`. -/
theorem lorentzian_in_coupling {H : Matrix n n ℂ} (hH : H.IsHermitian) {v : n → ℂ}
    (hv : v ≠ 0) {z : ℂ} (hz : 0 < z.im) (s : ℝ) :
    -(localGreen (coupled H v s) v z).im = ((localGreen H v z)⁻¹).im /
      ((s - ((localGreen H v z)⁻¹).re) ^ 2 + ((localGreen H v z)⁻¹).im ^ 2) := by
  have key : ∀ w : ℂ, -((w - (s : ℂ))⁻¹).im = w.im / ((s - w.re) ^ 2 + w.im ^ 2) := by
    intro w
    rw [Complex.inv_im, Complex.normSq_apply, Complex.sub_im, Complex.sub_re,
      Complex.ofReal_im, Complex.ofReal_re, sub_zero, neg_div, neg_neg]
    congr 1
    ring
  have hg : localGreen H v z ≠ 0 := fun h => by
    have := localGreen_im_neg hH hv hz
    simp [h] at this
  have hi := inv_mul_cancel₀ hg
  have hd := dyson hH v hz s
  rw [← key]
  congr 2
  refine eq_inv_of_mul_eq_one_left ?_
  linear_combination (localGreen H v z)⁻¹ * hd
    + (1 + (s : ℂ) * localGreen (coupled H v s) v z) * hi
```

The tactic `linear_combination` closes that goal. It takes known equations with chosen coefficients and leaves `ring` to check that the goal is exactly their combination. Here the Dyson equation `hd` is multiplied by $w$, and `hi`, which says $wg = 1$, is multiplied by $1 + sG$. The identity to be checked is

$$G(w-s) - 1 = w\,\bigl(G - g(1+sG)\bigr) + (1+sG)(wg - 1).$$

Expanding the right side, the terms containing $wg$ cancel and the left side remains. The equation $wg = 1$ has to be supplied because `ring` does not cancel $g^{-1}g$ without knowing that $g \neq 0$. That knowledge comes from `hg`, and so from the sign of $\operatorname{Im} g$.

## The area under the curve

The Lorentzian integral is a statement about real functions alone. The integrand is rewritten as $b^{-1}\bigl(1 + ((s-a)/b)^2\bigr)^{-1}$. Then `h1` shifts the centre to zero and `h2` rescales the width, which produces the factor $|b| = b$ that cancels $b^{-1}$.

```lean
/-- A Lorentzian with centre `a` and half-width `b > 0` is integrable with integral `π`. -/
theorem integral_lorentzian (a : ℝ) {b : ℝ} (hb : 0 < b) :
    Integrable (fun s : ℝ => b / ((s - a) ^ 2 + b ^ 2)) ∧
      ∫ s : ℝ, b / ((s - a) ^ 2 + b ^ 2) = Real.pi := by
  have e : (fun s : ℝ => b / ((s - a) ^ 2 + b ^ 2))
      = fun s => b⁻¹ * (1 + ((s - a) / b) ^ 2)⁻¹ := by
    funext s
    rw [div_pow, one_add_div (pow_ne_zero 2 hb.ne'), inv_div, add_comm (b ^ 2),
      ← mul_div_assoc]
    congr 1
    rw [pow_two, inv_mul_cancel_left₀ hb.ne']
  rw [e]
  refine ⟨((integrable_inv_one_add_sq.comp_div hb.ne').comp_sub_right a).const_mul b⁻¹, ?_⟩
  -- shift the centre to zero, then rescale the width to one
  have h1 : ∫ s : ℝ, (1 + ((s - a) / b) ^ 2)⁻¹ = ∫ s : ℝ, (1 + (s / b) ^ 2)⁻¹ :=
    integral_sub_right_eq_self (fun x : ℝ => (1 + (x / b) ^ 2)⁻¹) a
  have h2 : ∫ s : ℝ, (1 + (s / b) ^ 2)⁻¹ = |b| • ∫ s : ℝ, (1 + s ^ 2)⁻¹ :=
    Measure.integral_comp_div (fun x : ℝ => (1 + x ^ 2)⁻¹) b
  rw [integral_const_mul, h1, h2, integral_univ_inv_one_add_sq, abs_of_pos hb, smul_eq_mul,
    inv_mul_cancel_left₀ hb.ne']
```

The main theorem has three hypotheses: `H` is Hermitian, `v` is nonzero and `z` has positive imaginary part. Its conclusion gives the integrability and the value $\pi$ together. In the proof, `hw` is $\operatorname{Im} w > 0$; after that the integrand is replaced by its Lorentzian form and the previous theorem applies.

```lean
/-- Spectral averaging: for Hermitian `H`, nonzero `v` and `Im z > 0`, the function
`-Im ⟨v, (z - H - s v v*)⁻¹ v⟩` of the real coupling `s` is integrable with integral `π`. -/
theorem spectral_averaging {H : Matrix n n ℂ} (hH : H.IsHermitian) {v : n → ℂ} (hv : v ≠ 0)
    {z : ℂ} (hz : 0 < z.im) :
    Integrable (fun s : ℝ => -(localGreen (coupled H v s) v z).im) ∧
      ∫ s : ℝ, -(localGreen (coupled H v s) v z).im = Real.pi := by
  have hg := localGreen_im_neg hH hv hz
  have hw : 0 < ((localGreen H v z)⁻¹).im := by
    rw [Complex.inv_im]
    refine div_pos (neg_pos.mpr hg) (Complex.normSq_pos.mpr fun h => ?_)
    simp [h] at hg
  rw [funext (lorentzian_in_coupling hH hv hz)]
  exact integral_lorentzian _ hw
```

The name spectral averaging is also used for a statement about spectral measures: integrated over all couplings, the spectral measure of $v$ becomes Lebesgue measure in energy. The theorem above concerns finite matrices at a fixed $z$ in the open upper half plane, and it takes no limit $\eta \to 0$.

## Random couplings with a bounded density

Suppose that the coupling is drawn from a distribution with density $\rho$ and $0 \le \rho \le C$. Since $-\operatorname{Im} G(s) \ge 0$,

$$\int \rho(s)\,(-\operatorname{Im} G(s))\,ds \le C\int -\operatorname{Im} G(s)\,ds = C\pi .$$

Because the distribution has a density, no single coupling value carries a positive probability; the bound on $\rho$ says more, namely that an interval of length $\ell$ has probability at most $C\ell$. A uniform distribution of width $W$ has $C = 1/W$, whereas a binary alloy, with two possible site energies, is excluded.

```lean
/-- Let `H` be Hermitian, `v` nonzero and `Im z > 0`. If the coupling is weighted by a measurable
density with values between `0` and `C`, the weighted average of `-Im G(s)` exists and is at most `C
π`. -/
theorem disorder_average_le {H : Matrix n n ℂ} (hH : H.IsHermitian) {v : n → ℂ} (hv : v ≠ 0)
    {z : ℂ} (hz : 0 < z.im) {ρ : ℝ → ℝ} {C : ℝ} (hρ : Measurable ρ) (h0 : ∀ s, 0 ≤ ρ s)
    (hC : ∀ s, ρ s ≤ C) :
    Integrable (fun s : ℝ => ρ s * -(localGreen (coupled H v s) v z).im) ∧
      ∫ s : ℝ, ρ s * -(localGreen (coupled H v s) v z).im ≤ C * Real.pi := by
  obtain ⟨hI, hpi⟩ := spectral_averaging hH hv hz
  have hpos : ∀ s : ℝ, 0 ≤ -(localGreen (coupled H v s) v z).im := fun s =>
    (neg_pos.mpr (localGreen_im_neg (coupled_isHermitian hH v s) hv hz)).le
  have hle : ∀ s : ℝ, ρ s * -(localGreen (coupled H v s) v z).im
      ≤ C * -(localGreen (coupled H v s) v z).im := fun s =>
    mul_le_mul_of_nonneg_right (hC s) (hpos s)
  have hint : Integrable (fun s : ℝ => ρ s * -(localGreen (coupled H v s) v z).im) := by
    refine (hI.const_mul C).mono' (hρ.aestronglyMeasurable.mul hI.aestronglyMeasurable)
      (Filter.Eventually.of_forall fun s => ?_)
    rw [Real.norm_of_nonneg (mul_nonneg (h0 s) (hpos s))]
    exact hle s
  refine ⟨hint, ?_⟩
  rw [← hpi, ← integral_const_mul]
  exact integral_mono hint (hI.const_mul C) hle

end

end SpectralAveraging
```

In Lean, `hpos` is the sign of $\operatorname{Im} G(s)$, obtained by applying `localGreen_im_neg` to the coupled Hamiltonian, and `hle` is the pointwise inequality. Domination by $C\,(-\operatorname{Im} G)$ gives integrability, and monotonicity of the integral gives the bound. Integrability belongs in the conclusion because Lean assigns the value zero to the integral of a non-integrable function, which would make the inequality empty. The theorem does not require $\rho$ to have total weight one, although that is the case in which the integral is an average.

For a normalised orbital, division by $\pi$ turns this into a bound on the density of states: in a finite, non-interacting model with one random site energy of bounded density, the averaged local density of states on that site, with broadening $\eta$, is at most $C$, however small $\eta > 0$ is. Other sites are not covered: an isolated site with fixed energy $E$ has the value $1/(\pi\eta)$ in every sample. The matrix $H$ may contain any fixed values of the other site energies, and the bound does not depend on them or on the number of sites.

```lean
#print axioms SpectralAveraging.spectral_averaging
-- 'SpectralAveraging.spectral_averaging' depends on axioms: [propext, Classical.choice, Quot.sound]
#print axioms SpectralAveraging.disorder_average_le
-- 'SpectralAveraging.disorder_average_le' depends on axioms: [propext, Classical.choice, Quot.sound]
```
